# Sufficiently strong nuclear cusps create a density minimum between two broad Gaussians

Where does one atom end and the next begin? Bader analysis answers from the electron density: in one dimension, the boundary between two atoms is the minimum between their nuclear maxima. A smooth pseudo-density may lack those maxima.

Put nuclei at $x=\pm1$ and give each a Gaussian of width 1. The summed density is $2e^{-1/2}\approx1.213$ at the midpoint and $1+e^{-2}\approx1.135$ at each nucleus, so it is higher between the atoms than on them. Now add $3\,(e^{-|x-1|}+e^{-|x+1|})$. The midpoint gains $6e^{-1}\approx2.207$ and each nucleus $3(1+e^{-2})\approx3.406$. The totals are 3.420 and 4.541, and the order is reversed.

## The slopes that compete between the nuclei

For width $s\ge1$, decay constant $k>0$ and cusp weight $C$, let

$$f(x)=A+B,\qquad A=e^{-(x-1)^2/(2s^2)},\quad B=e^{-(x+1)^2/(2s^2)},$$

$$\rho(x)=f(x)+C\left(e^{-k|x-1|}+e^{-k|x+1|}\right).$$

The claim is that $f$ strictly decreases on $x\ge0$, while for all sufficiently large $C$ the density $\rho$ has a strict local minimum at 0 and is largest at the nuclei. It suffices that $e^k<Ck^2s^2$; in the example this reads $e<3$.

**Smooth density.** Since $A=Be^{2x/s^2}$,

$$s^2f'(x)=(1-x)A-(1+x)B=B\left[(1-x)e^{2x/s^2}-(1+x)\right].$$

For $x\ge1$ the bracket is negative. For $0<x\le1$, $s\ge1$ gives $e^{2x/s^2}\le e^{2x}$, so it is enough that $(1-x)e^{2x}<1+x$. The difference $g(x)=(1+x)-(1-x)e^{2x}$ vanishes at 0, and $g'(x)=1-(1-2x)e^{2x}>0$ for $x>0$ because $1-2x<e^{-2x}$.

**Between the nuclei.** For $0<x<1$ we have $B\le A$ and $B\le1$, hence

$$s^2f'(x)=(1-x)(A-B)-2xB\ge-2x.$$

The cusps sum to $2e^{-k}\cosh kx$. With $\sinh kx\ge kx$, their contribution to $s^2\rho'$ is

$$2s^2Cke^{-k}\sinh kx\ \ge\ 2s^2Ck^2e^{-k}x\ >\ 2x.$$

So $\rho$ strictly increases on $[0,1]$.

**Beyond the nucleus.** For $x\ge1$ both Gaussians strictly decrease and both cusps decrease, so $\rho$ strictly decreases. Since $\rho(-x)=\rho(x)$, the left half-line follows.

## The model densities in Lean

```lean
import Mathlib

open Real Set Filter Topology

namespace PAWBaderBoundary

noncomputable section
```

Lengths are in units of half the internuclear distance, and the densities are not normalised. The letter `s` is a width, not an overlap.

```lean
/-- Smooth density of two Gaussians of width `s`, centred on nuclei at `1` and `-1`;
the domain is `s ≠ 0`. -/
def smoothDensity (s x : ℝ) : ℝ :=
  exp (-(x - 1) ^ 2 / (2 * s ^ 2)) + exp (-(x + 1) ^ 2 / (2 * s ^ 2))
```

The constant `k` is the relative steepness of a single cusp term at its own nucleus (magnitude of the slope divided by the value), not that of the whole model density. In a real atom the relative steepness of the density at the nucleus is set by the nuclear charge; here `k` is free.

```lean
/-- Sum of two exponential cusps with decay constant `k`, centred on the nuclei. -/
def cuspTerm (k x : ℝ) : ℝ := exp (-k * |x - 1|) + exp (-k * |x + 1|)
```

The weight `C` stands for the amount of near-nuclear density restored.

```lean
/-- Reconstructed density: the smooth density plus the nuclear cusps with weight `C`;
the domain is `s ≠ 0`. -/
def density (s k C x : ℝ) : ℝ := smoothDensity s x + C * cuspTerm k x
```

In a projector augmented-wave (PAW) calculation the restored part is an on-site correction confined to augmentation spheres in three dimensions. The exponential tails used here reach the midpoint instead, and the minimum there depends on them: for $s\ge1$, a correction that vanishes near the midpoint would leave the maximum of the smooth density in place.

## Decay of the smooth density

The first lemma is the inequality for $g$: a positive derivative makes $g$ strictly increasing on `Ici 0`, which is $[0,\infty)$.

```lean
/-- For `x > 0`, the elementary inequality `(1 - x) exp (2x) < 1 + x` holds. -/
theorem one_sub_mul_exp_lt {x : ℝ} (hx : 0 < x) : (1 - x) * exp (2 * x) < 1 + x := by
  have hd : ∀ y : ℝ, HasDerivAt (fun y : ℝ => (1 + y) - (1 - y) * exp (2 * y))
      (1 - (1 - 2 * y) * exp (2 * y)) y := by
    intro y
    have h1 : HasDerivAt (fun y : ℝ => exp (2 * y)) (exp (2 * y) * (2 * 1)) y :=
      ((hasDerivAt_id' y).const_mul 2).exp
    have h2 := ((hasDerivAt_id' y).const_add 1).fun_sub
      (((hasDerivAt_id' y).const_sub 1).fun_mul h1)
    exact h2.congr_deriv (by ring)
  have hm : StrictMonoOn (fun y : ℝ => (1 + y) - (1 - y) * exp (2 * y)) (Ici 0) := by
    refine strictMonoOn_of_deriv_pos (convex_Ici 0)
      (fun y _ => (hd y).continuousAt.continuousWithinAt) ?_
    intro y hy
    rw [interior_Ici] at hy
    have hy0 : 0 < y := hy
    rw [(hd y).deriv]
    have h1 : -(2 * y) + 1 < exp (-(2 * y)) := add_one_lt_exp (by linarith)
    have h2 := mul_lt_mul_of_pos_right h1 (exp_pos (2 * y))
    have h3 : exp (-(2 * y)) * exp (2 * y) = 1 := by rw [← exp_add]; simp
    linarith
  have h : (1 + (0 : ℝ)) - (1 - 0) * exp (2 * 0) < (1 + x) - (1 - x) * exp (2 * x) :=
    hm (mem_Ici.2 le_rfl) (mem_Ici.2 hx.le) hx
  have h0 : (1 + (0 : ℝ)) - (1 - 0) * exp (2 * 0) = 0 := by simp
  rw [h0] at h
  linarith
```

The slope is computed for $s^2f$, which keeps denominators out of the prefactors.

```lean
/-- The slope of the smooth density, multiplied by `s²`, for nonzero width `s`. -/
theorem smoothDensity_slope {s : ℝ} (hs : s ≠ 0) (x : ℝ) :
    HasDerivAt (fun y => s ^ 2 * smoothDensity s y)
      ((1 - x) * exp (-(x - 1) ^ 2 / (2 * s ^ 2))
        - (1 + x) * exp (-(x + 1) ^ 2 / (2 * s ^ 2))) x := by
  have q1 : HasDerivAt (fun y : ℝ => (y - 1) ^ 2) (2 * (x - 1)) x := by
    simpa using ((hasDerivAt_id' x).sub_const 1).fun_pow 2
  have q2 : HasDerivAt (fun y : ℝ => (y + 1) ^ 2) (2 * (x + 1)) x := by
    simpa using ((hasDerivAt_id' x).add_const 1).fun_pow 2
  have h := (((q1.fun_neg.div_const (2 * s ^ 2)).exp).fun_add
    ((q2.fun_neg.div_const (2 * s ^ 2)).exp)).const_mul (s ^ 2)
  have e : s ^ 2 * (s ^ 2)⁻¹ = 1 := mul_inv_cancel₀ (pow_ne_zero 2 hs)
  refine h.congr_deriv ?_
  linear_combination ((1 - x) * exp (-(x - 1) ^ 2 / (2 * s ^ 2))
    - (1 + x) * exp (-(x + 1) ^ 2 / (2 * s ^ 2))) * e
```

Next, `hr` is the ratio $A/B$ and `hlt` the sign of the bracket, split at $x=1$. The last lines remove the factor $s^2$.

```lean
/-- For width `s ≥ 1` the smooth density strictly decreases from the midpoint outwards. -/
theorem smoothDensity_strictAntiOn {s : ℝ} (hs : 1 ≤ s) :
    StrictAntiOn (smoothDensity s) (Ici 0) := by
  have hs0 : s ≠ 0 := by linarith
  have key : StrictAntiOn (fun y => s ^ 2 * smoothDensity s y) (Ici 0) := by
    refine strictAntiOn_of_deriv_neg (convex_Ici 0)
      (fun y _ => (smoothDensity_slope hs0 y).continuousAt.continuousWithinAt) ?_
    intro x hx
    rw [interior_Ici] at hx
    have hx0 : 0 < x := hx
    rw [(smoothDensity_slope hs0 x).deriv]
    -- The ratio of the two Gaussians is exp (2x/s²).
    have hr : exp (-(x - 1) ^ 2 / (2 * s ^ 2))
        = exp (-(x + 1) ^ 2 / (2 * s ^ 2)) * exp (2 * x / s ^ 2) := by
      rw [← exp_add]
      congr 1
      ring
    have hlt : (1 - x) * exp (2 * x / s ^ 2) < 1 + x := by
      rcases le_total 1 x with h | h
      · have := mul_nonneg (sub_nonneg.2 h) (exp_pos (2 * x / s ^ 2)).le
        linarith
      · have h1 : exp (2 * x / s ^ 2) ≤ exp (2 * x) :=
          exp_le_exp.2 (div_le_self (by linarith) (by nlinarith))
        exact (mul_le_mul_of_nonneg_left h1 (sub_nonneg.2 h)).trans_lt
          (one_sub_mul_exp_lt hx0)
    rw [hr]
    have := mul_pos (exp_pos (-(x + 1) ^ 2 / (2 * s ^ 2))) (sub_pos.2 hlt)
    linarith
  intro x hx y hy hxy
  have h : s ^ 2 * smoothDensity s y < s ^ 2 * smoothDensity s x := key hx hy hxy
  exact lt_of_mul_lt_mul_left h (sq_nonneg s)
```

## Rise to the nucleus and decay beyond it

```lean
/-- Between the nuclei the two cusps add up to a hyperbolic cosine. -/
theorem cuspTerm_between (k : ℝ) {x : ℝ} (h0 : -1 ≤ x) (h1 : x ≤ 1) :
    cuspTerm k x = 2 * exp (-k) * cosh (k * x) := by
  have e1 : exp (-k * -(x - 1)) = exp (-k) * exp (k * x) := by
    rw [← exp_add]; congr 1; ring
  have e2 : exp (-k * (x + 1)) = exp (-k) * exp (-(k * x)) := by
    rw [← exp_add]; congr 1; ring
  rw [cuspTerm, abs_of_nonpos (by linarith : x - 1 ≤ 0),
    abs_of_nonneg (by linarith : 0 ≤ x + 1), e1, e2, cosh_eq]
  ring
```

The hyperbolic form has no kink at the nucleus, so the next proof differentiates it and then identifies it with `density` on $[0,1]$. Facts `a1` and `a2` bound the smooth slope, `a3` and `a4` the cusp slope.

```lean
/-- If `k > 0` and `exp k < C k² s²`, the reconstructed density strictly increases
from the midpoint to the nucleus at `1`. -/
theorem density_strictMonoOn {s k C : ℝ} (hk : 0 < k) (hC : exp k < C * k ^ 2 * s ^ 2) :
    StrictMonoOn (density s k C) (Icc 0 1) := by
  have hs : s ≠ 0 := by
    intro h
    have := exp_pos k
    rw [h] at hC
    linarith
  have hC0 : 0 < C := by
    by_contra h
    have := mul_nonneg (neg_nonneg.2 (not_lt.1 h)) (mul_nonneg (sq_nonneg k) (sq_nonneg s))
    linarith [exp_pos k]
  have hq : 1 < C * k ^ 2 * s ^ 2 * exp (-k) := by
    have h1 := mul_lt_mul_of_pos_right hC (exp_pos (-k))
    have h2 : exp k * exp (-k) = 1 := by rw [← exp_add]; simp
    linarith
  have hd : ∀ x : ℝ, HasDerivAt
      (fun y => s ^ 2 * smoothDensity s y + 2 * (s ^ 2 * C * exp (-k)) * cosh (k * y))
      (((1 - x) * exp (-(x - 1) ^ 2 / (2 * s ^ 2))
        - (1 + x) * exp (-(x + 1) ^ 2 / (2 * s ^ 2)))
        + 2 * (s ^ 2 * C * exp (-k)) * (sinh (k * x) * (k * 1))) x := fun x =>
    (smoothDensity_slope hs x).fun_add
      ((((hasDerivAt_id' x).const_mul k).cosh).const_mul (2 * (s ^ 2 * C * exp (-k))))
  have key : StrictMonoOn
      (fun y => s ^ 2 * smoothDensity s y + 2 * (s ^ 2 * C * exp (-k)) * cosh (k * y))
      (Icc 0 1) := by
    refine strictMonoOn_of_deriv_pos (convex_Icc 0 1)
      (fun y _ => (hd y).continuousAt.continuousWithinAt) ?_
    intro x hx
    rw [interior_Icc] at hx
    obtain ⟨hx0, hx1⟩ := hx
    rw [(hd x).deriv]
    have hp : 0 < 2 * s ^ 2 := by positivity
    have hBA : exp (-(x + 1) ^ 2 / (2 * s ^ 2)) ≤ exp (-(x - 1) ^ 2 / (2 * s ^ 2)) :=
      exp_le_exp.2 (div_le_div_of_nonneg_right (by nlinarith) hp.le)
    have hB : exp (-(x + 1) ^ 2 / (2 * s ^ 2)) ≤ 1 :=
      exp_le_one_iff.2 (div_nonpos_of_nonpos_of_nonneg (by nlinarith [sq_nonneg (x + 1)]) hp.le)
    -- Multiplied by s², the smooth slope is at least -2x and the cusp slope exceeds 2x.
    have a1 := mul_le_mul_of_nonneg_left hBA (sub_nonneg.2 hx1.le)
    have a2 := mul_le_mul_of_nonneg_left hB hx0.le
    have hsinh : k * x ≤ sinh (k * x) := self_le_sinh_iff.2 (mul_pos hk hx0).le
    have hw : 0 ≤ s ^ 2 * C * exp (-k) * k := by positivity
    have a3 := mul_le_mul_of_nonneg_left hsinh hw
    have a4 := mul_lt_mul_of_pos_right hq hx0
    linarith
  intro x hx y hy hxy
  have h := key hx hy hxy
  have e : ∀ z ∈ Icc (0 : ℝ) 1, s ^ 2 * density s k C z
      = s ^ 2 * smoothDensity s z + 2 * (s ^ 2 * C * exp (-k)) * cosh (k * z) := by
    intro z hz
    rw [density, cuspTerm_between k (by linarith [hz.1]) hz.2]
    ring
  have h' : s ^ 2 * density s k C x < s ^ 2 * density s k C y := by
    rw [e x hx, e y hy]
    exact h
  exact lt_of_mul_lt_mul_left h' (sq_nonneg s)
```

On the outer side the terms are compared directly, without derivatives.

```lean
/-- For `s ≠ 0` and nonnegative `k` and `C`, the reconstructed density strictly
decreases outwards from the nucleus at `1`. -/
theorem density_strictAntiOn {s k C : ℝ} (hs : s ≠ 0) (hk : 0 ≤ k) (hC : 0 ≤ C) :
    StrictAntiOn (density s k C) (Ici 1) := by
  intro x hx y hy hxy
  have hx1 : 1 ≤ x := hx
  have hp : 0 < 2 * s ^ 2 := by positivity
  have g1 : exp (-(y - 1) ^ 2 / (2 * s ^ 2)) < exp (-(x - 1) ^ 2 / (2 * s ^ 2)) :=
    exp_lt_exp.2 (div_lt_div_of_pos_right (by nlinarith) hp)
  have g2 : exp (-(y + 1) ^ 2 / (2 * s ^ 2)) < exp (-(x + 1) ^ 2 / (2 * s ^ 2)) :=
    exp_lt_exp.2 (div_lt_div_of_pos_right (by nlinarith) hp)
  have c : cuspTerm k y ≤ cuspTerm k x := by
    unfold cuspTerm
    rw [abs_of_nonneg (by linarith : 0 ≤ y - 1), abs_of_nonneg (by linarith : 0 ≤ y + 1),
      abs_of_nonneg (by linarith : 0 ≤ x - 1), abs_of_nonneg (by linarith : 0 ≤ x + 1)]
    have := mul_le_mul_of_nonneg_left hxy.le hk
    exact add_le_add (exp_le_exp.2 (by linarith)) (exp_le_exp.2 (by linarith))
  have := mul_le_mul_of_nonneg_left c hC
  unfold density smoothDensity
  linarith

/-- The reconstructed density is symmetric under reflection through the midpoint. -/
theorem density_neg (s k C x : ℝ) : density s k C (-x) = density s k C x := by
  have a1 : |-x - 1| = |x + 1| := by rw [← abs_neg (x + 1)]; congr 1; ring
  have a2 : |-x + 1| = |x - 1| := by rw [← abs_neg (x - 1)]; congr 1; ring
  have b1 : (-x - 1) ^ 2 = (x + 1) ^ 2 := by ring
  have b2 : (-x + 1) ^ 2 = (x - 1) ^ 2 := by ring
  unfold density smoothDensity cuspTerm
  rw [a1, a2, b1, b2]
  ring
```

## The minimum and the two maxima

Replacing $x$ by $|x|$ joins the two monotonic ranges. This theorem has the explicit condition on $C$, which is sufficient but not sharp, and does not require $s\ge1$.

```lean
/-- If `k > 0` and `exp k < C k² s²`, the midpoint is the strict minimum of the
reconstructed density on the internuclear segment, and the density at each nucleus
exceeds that at every point other than the nuclei. -/
theorem minimum_between_maxima {s k C : ℝ} (hk : 0 < k)
    (hC : exp k < C * k ^ 2 * s ^ 2) :
    (∀ x, |x| ≤ 1 → x ≠ 0 → density s k C 0 < density s k C x) ∧
    (∀ x, |x| ≠ 1 → density s k C x < density s k C 1 ∧
      density s k C x < density s k C (-1)) := by
  have hs : s ≠ 0 := by
    intro h
    have := exp_pos k
    rw [h] at hC
    linarith
  have hC0 : 0 ≤ C := by
    by_contra h
    have := mul_nonneg (neg_nonneg.2 (not_le.1 h).le) (mul_nonneg (sq_nonneg k) (sq_nonneg s))
    linarith [exp_pos k]
  have habs : ∀ x, density s k C |x| = density s k C x := by
    intro x
    rcases abs_choice x with h | h
    · rw [h]
    · rw [h, density_neg]
  have hm := density_strictMonoOn hk hC
  constructor
  · intro x hx hx0
    rw [← habs x]
    exact hm ⟨le_rfl, zero_le_one⟩ ⟨abs_nonneg x, hx⟩ (abs_pos.2 hx0)
  · intro x hx
    rw [density_neg, and_self, ← habs x]
    rcases lt_or_gt_of_ne hx with h | h
    · exact hm ⟨abs_nonneg x, h.le⟩ ⟨zero_le_one, le_rfl⟩ h
    · exact density_strictAntiOn hs hk.le hC0 (mem_Ici.2 le_rfl) (mem_Ici.2 h.le) h
```

In the final statement, `∀ᶠ C in atTop` means "for all $C$ beyond some value", which may depend on $s$ and $k$, and `𝓝[≠] 0` restricts the comparison to points near 0 but different from it. The proof takes $C>e^k/(k^2s^2)$ and the neighbourhood $(-1,1)$.

```lean
/-- For `s ≥ 1` and `k > 0`, the smooth density strictly decreases on `x ≥ 0`, while for
all sufficiently large `C` the reconstructed density has a strict local minimum at `0`
and exceeds at each nucleus its value at every point other than the nuclei. -/
theorem reconstruction_creates_boundary {s k : ℝ} (hs : 1 ≤ s) (hk : 0 < k) :
    StrictAntiOn (smoothDensity s) (Ici 0) ∧
    ∀ᶠ C in atTop, (∀ᶠ x in 𝓝[≠] (0 : ℝ), density s k C 0 < density s k C x) ∧
      (∀ x, |x| ≠ 1 → density s k C x < density s k C 1 ∧
        density s k C x < density s k C (-1)) := by
  refine ⟨smoothDensity_strictAntiOn hs, ?_⟩
  have hs0 : 0 < s := by linarith
  have hp : 0 < k ^ 2 * s ^ 2 := by positivity
  filter_upwards [eventually_gt_atTop (exp k / (k ^ 2 * s ^ 2))] with C hC
  have hC' : exp k < C * k ^ 2 * s ^ 2 := by
    rw [mul_assoc]
    exact (div_lt_iff₀ hp).1 hC
  obtain ⟨hmin, hmax⟩ := minimum_between_maxima hk hC'
  refine ⟨?_, hmax⟩
  have hn : Ioo (-1 : ℝ) 1 ∈ 𝓝 (0 : ℝ) := Ioo_mem_nhds (by norm_num) (by norm_num)
  filter_upwards [self_mem_nhdsWithin, mem_nhdsWithin_of_mem_nhds hn] with x hx0 hx1
  exact hmin x (abs_le.2 ⟨hx1.1.le, hx1.2.le⟩) hx0

end

end PAWBaderBoundary
```

In this one-dimensional, symmetric model, adding sufficiently strong nuclear cusps, whose tails reach the midpoint, turns the single maximum of two broad Gaussians into two nuclear maxima with a boundary between them. The model does not predict where the boundary lies in a PAW density.

```lean
#print axioms PAWBaderBoundary.minimum_between_maxima
#print axioms PAWBaderBoundary.reconstruction_creates_boundary
```

```
'PAWBaderBoundary.minimum_between_maxima' depends on axioms: [propext, Classical.choice, Quot.sound]
'PAWBaderBoundary.reconstruction_creates_boundary' depends on axioms: [propext, Classical.choice, Quot.sound]
```
